# Each sorted eigenvalue of a real symmetric matrix moves by at most the operator norm of the change

Stretch a hydrogen molecule from 1 to 2 bohr. In atomic units its Coulomb matrix, a descriptor of the molecule for machine-learned models, changes from $A$ to $B$:

$$A=\begin{pmatrix}0.5&1\\1&0.5\end{pmatrix},\qquad B=\begin{pmatrix}0.5&0.5\\0.5&0.5\end{pmatrix}.$$

The eigenvalues go from $(1.5,-0.5)$ to $(1,0)$. The difference $A-B$ has eigenvalues $\pm0.5$, so its Euclidean operator norm is $0.5$, and each eigenvalue has moved by exactly that much. These eigenvalues describe the molecule to a model; they are not its energy levels.

A trial vector shows why the top eigenvalue can't fall further. With $u=(1,1)/\sqrt2$, the top eigenvector of $A$, we have $a_0=u\cdot Au=u\cdot Bu+u\cdot(A-B)u\le b_0+\|A-B\|$. For a general eigenvalue, a dimension count below supplies the trial vector.

A model fed with eigenvalues sorted from largest to smallest should not see a jump when the matrix changes slightly. For real symmetric $N\times N$ matrices with eigenvalues $a_0\ge a_1\ge\dots$ and $b_0\ge b_1\ge\dots$, the result is

$$|a_k-b_k|\le\|A-B\|\quad\text{for every }k.$$

This is Weyl's perturbation inequality for real matrices. It also says that a real symmetric perturbation $V$ of a Hamiltonian written as a finite real symmetric matrix, such as a Hückel matrix, shifts each sorted level by at most $\|V\|$.

## Symmetry: orthogonal modes and a diagonal quadratic form

Symmetry means that the coupling of atom $i$ to atom $j$ equals that of $j$ to $i$. In Lean it is `A.IsHermitian`, which for real entries is ordinary symmetry. The rows are indexed by a finite type `n`, the atoms.

```lean
import Mathlib

open Matrix
open scoped Matrix.Norms.L2Operator

namespace SortedCoulombSpectrum

noncomputable section

variable {n : Type*} [Fintype n] [DecidableEq n] {A B : Matrix n n ℝ}

/-- The quadratic form `x · A x` of a real matrix. -/
def quadForm (A : Matrix n n ℝ) (x : EuclideanSpace ℝ n) : ℝ :=
  x.ofLp ⬝ᵥ (A *ᵥ x.ofLp)
```

The sorted eigenvalues are `eigenvalues₀`, counted with multiplicity and numbered from 0 to $N-1$ by `Fin (Fintype.card n)`. The matching orthonormal eigenvectors $u_j$ are called `mode hA j`.

```lean
/-- An orthonormal basis of eigenvectors of a real symmetric matrix, numbered in the order of
decreasing eigenvalue. -/
def mode (hA : A.IsHermitian) :
    OrthonormalBasis (Fin (Fintype.card n)) ℝ (EuclideanSpace ℝ n) :=
  hA.eigenvectorBasis.reindex (Fintype.equivOfCardEq (Fintype.card_fin _)).symm

/-- The `k`-th basis vector is an eigenvector for the `k`-th sorted eigenvalue. -/
theorem mulVec_mode (hA : A.IsHermitian) (k : Fin (Fintype.card n)) :
    A *ᵥ (mode hA k).ofLp = hA.eigenvalues₀ k • (mode hA k).ofLp := by
  have h := hA.mulVec_eigenvectorBasis (Fintype.equivOfCardEq (Fintype.card_fin _) k)
  simpa [mode, Matrix.IsHermitian.eigenvalues] using h

omit [DecidableEq n] in
/-- The inner product of two real vectors is their dot product. -/
theorem inner_eq_dot (y z : EuclideanSpace ℝ n) : inner ℝ y z = y.ofLp ⬝ᵥ z.ofLp := by
  simp [PiLp.inner_apply, dotProduct, mul_comm]
```

By hand, symmetry gives $u_j\cdot Ax=(Au_j)\cdot x=a_j\,(u_j\cdot x)$. Expanding $x$ in the eigenvectors then yields

$$x\cdot Ax=\sum_j a_j\,(u_j\cdot x)^2 .$$

In the proof below, `hk` is the first identity, where symmetry enters as `hT`, and the `calc` block is the expansion.

```lean
/-- The quadratic form of a real symmetric matrix is the sum of its eigenvalues weighted by the
squared components of the vector along the eigenvectors. -/
theorem quadForm_eq_sum (hA : A.IsHermitian) (x : EuclideanSpace ℝ n) :
    quadForm A x = ∑ k, hA.eigenvalues₀ k * (inner ℝ (mode hA k) x) ^ 2 := by
  have hT : Aᵀ = A := (conjTranspose_eq_transpose_of_trivial A).symm.trans hA.eq
  have hk : ∀ k, inner ℝ (mode hA k) (WithLp.toLp 2 (A *ᵥ x.ofLp)) =
      hA.eigenvalues₀ k * inner ℝ (mode hA k) x := by
    intro k
    rw [inner_eq_dot, inner_eq_dot]
    change (mode hA k).ofLp ⬝ᵥ (A *ᵥ x.ofLp) = _
    rw [Matrix.dotProduct_mulVec, ← Matrix.mulVec_transpose, hT, mulVec_mode,
      smul_dotProduct, smul_eq_mul]
  calc quadForm A x = inner ℝ x (WithLp.toLp 2 (A *ᵥ x.ofLp)) :=
        (inner_eq_dot x (WithLp.toLp 2 (A *ᵥ x.ofLp))).symm
    _ = ∑ k, inner ℝ x (mode hA k) * inner ℝ (mode hA k) (WithLp.toLp 2 (A *ᵥ x.ofLp)) :=
        ((mode hA).sum_inner_mul_inner _ _).symm
    _ = _ := Finset.sum_congr rfl fun k _ => by
        rw [hk, real_inner_comm (mode hA k) x]; ring
```

Real eigenvalues alone would not give the bound. The matrix $\begin{pmatrix}0&1\\\varepsilon&0\end{pmatrix}$ has eigenvalues $\pm\sqrt\varepsilon$ for $\varepsilon>0$. Setting $\varepsilon$ to zero changes the matrix by norm $\varepsilon$ but the eigenvalues by $\sqrt\varepsilon$, which is larger when $\varepsilon<1$.

## Common ordering and preserved lengths: the comparison principle

Sorting fixes which level is compared with which. If each list could have any order, one matrix could give both $(1,-1)$ and $(-1,1)$, a deviation of 2 for no change at all. The order here is by value, sign included. Sorting by absolute value can produce a jump: for small $\delta>0$, $\mathrm{diag}(1,-1+\delta)$ gives the list $(1,-1+\delta)$, but $\mathrm{diag}(1,-1-\delta)$ gives $(-1-\delta,1)$.

The comparison also allows a length-preserving invertible linear map $P$, such as a relabelling of atoms. Suppose that for some real $c$ and all $x$

$$x\cdot Ax\le (Px)\cdot B(Px)+c|x|^2 .$$

Then $a_k\le b_k+c$ for every $k$. To see this, let $v_j$ be the sorted eigenvectors of $B$ and require

$$u_j\cdot x=0\ \ (j>k),\qquad v_j\cdot Px=0\ \ (j<k).$$

These are $N-1$ homogeneous linear conditions on $N$ unknowns, so a nonzero $x$ satisfies them. Only the terms with $a_j\ge a_k$ survive in the form of $A$, and only those with $b_j\le b_k$ in the form of $B$. Hence

$$a_k|x|^2\le x\cdot Ax\le (Px)\cdot B(Px)+c|x|^2\le b_k|Px|^2+c|x|^2=(b_k+c)|x|^2,$$

and dividing by $|x|^2>0$ gives the claim.

In Lean, the linear map `L` collects the $N-1$ conditions, and a dimension count shows that it isn't injective. The ordering enters `hlow` and `hup` through `eigenvalues₀_antitone`. Preservation of length is `P.norm_map` in `hup`.

```lean
/-- Comparison principle for real symmetric matrices `A` and `B`: if, for every vector, the
quadratic form of `A` exceeds that of `B`, taken at the image of the vector under a linear isometry
`P`, by at most `c` times the squared length, then each sorted eigenvalue of `A` exceeds the one of
`B` at the same position by at most `c`. -/
theorem eigenvalue_le_of_quadForm_le (hA : A.IsHermitian) (hB : B.IsHermitian)
    (P : EuclideanSpace ℝ n ≃ₗᵢ[ℝ] EuclideanSpace ℝ n) (c : ℝ)
    (h : ∀ x, quadForm A x ≤ quadForm B (P x) + c * ‖x‖ ^ 2) (k : Fin (Fintype.card n)) :
    hA.eigenvalues₀ k ≤ hB.eigenvalues₀ k + c := by
  -- One linear condition for each index other than `k` leaves a nonzero vector.
  obtain ⟨x, hx0, hu, hv⟩ : ∃ x : EuclideanSpace ℝ n, x ≠ 0 ∧
      (∀ j, k < j → inner ℝ (mode hA j) x = 0) ∧
      (∀ j, j < k → inner ℝ (mode hB j) (P x) = 0) := by
    let L : EuclideanSpace ℝ n →ₗ[ℝ] ({j : Fin (Fintype.card n) // j ≠ k} → ℝ) :=
      { toFun := fun x j =>
          if k < j.1 then inner ℝ (mode hA j.1) x else inner ℝ (mode hB j.1) (P x)
        map_add' := by
          intro x y; ext j
          by_cases hj : k < j.1 <;> simp [hj, inner_add_right]
        map_smul' := by
          intro r x; ext j
          by_cases hj : k < j.1 <;> simp [hj, inner_smul_right] }
    have hL : ¬ Function.Injective L := by
      intro hinj
      have h1 := LinearMap.finrank_le_finrank_of_injective hinj
      have h2 : Fintype.card {j : Fin (Fintype.card n) // j ≠ k} <
          Fintype.card (Fin (Fintype.card n)) :=
        Fintype.card_subtype_lt (x := k) (by simp)
      rw [finrank_euclideanSpace, Module.finrank_fintype_fun_eq_card] at h1
      rw [Fintype.card_fin] at h2
      exact absurd h1 (not_le_of_gt h2)
    rw [injective_iff_map_eq_zero L] at hL
    push Not at hL
    obtain ⟨x, hx, hne⟩ := hL
    refine ⟨x, hne, fun j hj => ?_, fun j hj => ?_⟩
    · have e : (if k < j then inner ℝ (mode hA j) x else inner ℝ (mode hB j) (P x)) = 0 :=
        congrFun hx ⟨j, hj.ne'⟩
      rwa [if_pos hj] at e
    · have e : (if k < j then inner ℝ (mode hA j) x else inner ℝ (mode hB j) (P x)) = 0 :=
        congrFun hx ⟨j, hj.ne⟩
      rwa [if_neg (not_lt_of_gt hj)] at e
  have hnorm : ∀ (b : OrthonormalBasis (Fin (Fintype.card n)) ℝ (EuclideanSpace ℝ n))
      (y : EuclideanSpace ℝ n), ‖y‖ ^ 2 = ∑ j, (inner ℝ (b j) y) ^ 2 := by
    intro b y
    rw [← real_inner_self_eq_norm_sq, ← b.sum_inner_mul_inner y y]
    exact Finset.sum_congr rfl fun j _ => by rw [real_inner_comm (b j) y]; ring
  -- On this vector the `k`-th eigenvalues times `‖x‖ ^ 2` bound the form of `A` from below and
  -- that of `B` from above.
  have hlow : hA.eigenvalues₀ k * ‖x‖ ^ 2 ≤ quadForm A x := by
    rw [quadForm_eq_sum hA, hnorm (mode hA), Finset.mul_sum]
    refine Finset.sum_le_sum fun j _ => ?_
    rcases le_or_gt j k with hj | hj
    · exact mul_le_mul_of_nonneg_right (hA.eigenvalues₀_antitone hj) (sq_nonneg _)
    · simp [hu j hj]
  have hup : quadForm B (P x) ≤ hB.eigenvalues₀ k * ‖x‖ ^ 2 := by
    rw [← P.norm_map x, quadForm_eq_sum hB, hnorm (mode hB), Finset.mul_sum]
    refine Finset.sum_le_sum fun j _ => ?_
    rcases le_or_gt k j with hj | hj
    · exact mul_le_mul_of_nonneg_right (hB.eigenvalues₀_antitone hj) (sq_nonneg _)
    · simp [hv j hj]
  have hpos : 0 < ‖x‖ ^ 2 := pow_pos (norm_pos_iff.mpr hx0) 2
  refine le_of_mul_le_mul_right ?_ hpos
  linarith [h x]
```

Invertibility of $P$ without preserved length is too weak: with $P=2\cdot1$, $B=1$, $A=4\cdot1$ and $c=0$ the assumed inequality holds, yet $a_k=4$ exceeds $b_k=1$.

## The Euclidean operator norm: the largest stretch of a vector

The norm $\|A-B\|$ is the largest factor by which $A-B$ stretches a vector in Euclidean length; `Matrix.Norms.L2Operator` selects it. By hand it enters after Cauchy–Schwarz:

$$x\cdot(A-B)x\le|x|\,|(A-B)x|\le\|A-B\|\,|x|^2 .$$

The comparison principle with $P=1$ and $c=\|A-B\|$ gives $a_k-b_k\le\|A-B\|$. Exchanging $A$ and $B$ gives the other sign. In the proof, `key` is this estimate, and the `h1` and `h2` that follow it are the two directions.

```lean
/-- Weyl's perturbation inequality: the `k`-th sorted eigenvalues of two real symmetric matrices
differ by at most the Euclidean operator norm of the difference of the matrices. -/
theorem abs_eigenvalue_sub_le (hA : A.IsHermitian) (hB : B.IsHermitian)
    (k : Fin (Fintype.card n)) :
    |hA.eigenvalues₀ k - hB.eigenvalues₀ k| ≤ ‖A - B‖ := by
  have key : ∀ (C D : Matrix n n ℝ) (x : EuclideanSpace ℝ n),
      quadForm C x ≤ quadForm D x + ‖C - D‖ * ‖x‖ ^ 2 := by
    intro C D x
    have h1 : quadForm C x - quadForm D x =
        inner ℝ x (WithLp.toLp 2 ((C - D) *ᵥ x.ofLp)) := by
      rw [inner_eq_dot]
      simp [quadForm, Matrix.sub_mulVec, dotProduct_sub]
    have h2 := real_inner_le_norm x (WithLp.toLp 2 ((C - D) *ᵥ x.ofLp))
    have h3 : ‖x‖ * ‖WithLp.toLp 2 ((C - D) *ᵥ x.ofLp)‖ ≤ ‖x‖ * (‖C - D‖ * ‖x‖) :=
      mul_le_mul_of_nonneg_left (Matrix.l2_opNorm_mulVec (C - D) x) (norm_nonneg x)
    nlinarith
  have h1 := eigenvalue_le_of_quadForm_le hA hB (LinearIsometryEquiv.refl ℝ _) _ (key A B) k
  have h2 := eigenvalue_le_of_quadForm_le hB hA (LinearIsometryEquiv.refl ℝ _) _ (key B A) k
  rw [norm_sub_rev] at h2
  exact abs_le.mpr ⟨by linarith, by linarith⟩
```

The same bound, read for all $k$ together, says that the map from symmetric matrices to sorted spectra is Lipschitz with constant 1, where the distance between spectra is the largest deviation at any position.

```lean
/-- The sorted spectrum, with the largest-deviation distance, is a Lipschitz function of the real
symmetric matrix with constant one in the Euclidean operator norm. -/
theorem lipschitz_sortedSpectrum :
    LipschitzWith 1 (fun A : {A : Matrix n n ℝ // A.IsHermitian} => A.2.eigenvalues₀) :=
  LipschitzWith.of_dist_le_mul fun A B => by
    rw [NNReal.coe_one, one_mul, dist_pi_le_iff dist_nonneg]
    intro k
    rw [Real.dist_eq, Subtype.dist_eq, dist_eq_norm]
    exact abs_eigenvalue_sub_le A.2 B.2 k
```

The largest absolute entry of $A-B$ could not replace the norm. If every entry of the difference is $\varepsilon>0$ and $B=0$, the top eigenvalue moves by $N\varepsilon$, which exceeds $\varepsilon$ for $N\ge2$.

The bound is attained by a uniform shift. For $A=B+c\cdot1$ the two forms differ by exactly $c|x|^2$. Comparison in both directions gives $a_k=b_k+c$, while $\|c\cdot1\|=|c|$.

```lean
/-- The bound is sharp: adding a multiple of the identity to a real symmetric matrix moves every
sorted eigenvalue by exactly the operator norm of the change. -/
theorem abs_eigenvalue_sub_eq_of_shift (hB : B.IsHermitian) (c : ℝ)
    (hA : (B + c • (1 : Matrix n n ℝ)).IsHermitian) (k : Fin (Fintype.card n)) :
    |hA.eigenvalues₀ k - hB.eigenvalues₀ k| = ‖(B + c • (1 : Matrix n n ℝ)) - B‖ := by
  have hq : ∀ x, quadForm (B + c • (1 : Matrix n n ℝ)) x = quadForm B x + c * ‖x‖ ^ 2 := by
    intro x
    have h1 : (c • (1 : Matrix n n ℝ)) *ᵥ x.ofLp = c • x.ofLp := by
      ext i; simp [Matrix.mulVec, dotProduct, Matrix.one_apply]
    rw [← real_inner_self_eq_norm_sq, inner_eq_dot, quadForm, quadForm, Matrix.add_mulVec, h1,
      dotProduct_add, dotProduct_smul, smul_eq_mul]
  have h1 := eigenvalue_le_of_quadForm_le hA hB (LinearIsometryEquiv.refl ℝ _) c
    (fun x => (hq x).le) k
  have h2 := eigenvalue_le_of_quadForm_le hB hA (LinearIsometryEquiv.refl ℝ _) (-c)
    (fun x => by
      change quadForm B x ≤ quadForm (B + c • (1 : Matrix n n ℝ)) x + -c * ‖x‖ ^ 2
      linarith [hq x]) k
  have : Nonempty n := Fintype.card_pos_iff.mp (Nat.zero_lt_of_lt k.isLt)
  have h3 : hA.eigenvalues₀ k - hB.eigenvalues₀ k = c := by linarith
  rw [h3, add_sub_cancel_left, norm_smul, CStarRing.norm_one, mul_one, Real.norm_eq_abs]
```

## Nuclear charges and positions: what the Coulomb matrix assumes

The off-diagonal entries $Z_iZ_j/|R_i-R_j|$ are the Coulomb repulsions of the nuclei in atomic units. The diagonal $Z_i^{2.4}/2$ is an empirical power law for the magnitude of a free atom's total energy. Symmetry is proved here from the formula.

```lean
/-- The Coulomb matrix of nuclei with charges `Z` at pairwise distinct positions `R`:
`Z_i ^ 2.4 / 2` on the diagonal and `Z_i Z_j / |R_i - R_j|` off it. -/
def coulombMatrix (Z : n → ℕ) (R : n → EuclideanSpace ℝ (Fin 3)) : Matrix n n ℝ :=
  Matrix.of fun i j =>
    if i = j then (Z i : ℝ) ^ (2.4 : ℝ) / 2 else (Z i : ℝ) * (Z j : ℝ) / ‖R i - R j‖

omit [Fintype n] in
/-- The Coulomb matrix is symmetric. -/
theorem coulombMatrix_isHermitian (Z : n → ℕ) (R : n → EuclideanSpace ℝ (Fin 3)) :
    (coulombMatrix Z R).IsHermitian := by
  ext i j
  by_cases h : i = j
  · subst h; simp
  · simp only [conjTranspose_apply, coulombMatrix, Matrix.of_apply, star_trivial, if_neg h,
      if_neg (Ne.symm h)]
    rw [norm_sub_rev (R j) (R i), mul_comm (Z j : ℝ)]

/-- The eigenvalues of the Coulomb matrix in decreasing order, for nuclei at pairwise distinct
positions. -/
def coulombSpectrum (Z : n → ℕ) (R : n → EuclideanSpace ℝ (Fin 3)) :
    Fin (Fintype.card n) → ℝ :=
  (coulombMatrix_isHermitian Z R).eigenvalues₀
```

Distinct positions are the intended reading and not a hypothesis of the theorems. For coincident nuclei Lean's division by zero makes the entry 0, and the inequality then describes no molecule.

## Equal numbers of atoms: relabelling and matching

Both molecules use the same index type `n`, so they have equally many atoms. Without this, the spectra would have different lengths and no position-by-position comparison. Since `Z` may be 0, a smaller molecule can be padded with dummy atoms of zero charge.

A permutation $\sigma$ turns the Coulomb matrix $C$ into $C'_{ij}=C_{\sigma(i)\sigma(j)}$. Define $P$ by $(Px)_{\sigma(i)}=x_i$, which preserves length. Renaming the summation indices gives $x\cdot C'x=(Px)\cdot C(Px)$. Comparison with $c=0$, once with $P$ and once with its inverse, makes the sorted spectra equal. The form identity is `hq`.

```lean
/-- The sorted Coulomb spectrum does not change when the atoms are relabelled. -/
theorem coulombSpectrum_relabel (Z : n → ℕ) (R : n → EuclideanSpace ℝ (Fin 3))
    (σ : Equiv.Perm n) : coulombSpectrum (Z ∘ σ) (R ∘ σ) = coulombSpectrum Z R := by
  let P := LinearIsometryEquiv.piLpCongrLeft 2 ℝ ℝ σ
  have hP : ∀ (x : EuclideanSpace ℝ n) i, (P x).ofLp (σ i) = x.ofLp i := by
    intro x i; simp [P]
  have hM : ∀ i j, coulombMatrix (Z ∘ σ) (R ∘ σ) i j = coulombMatrix Z R (σ i) (σ j) := by
    intro i j; simp [coulombMatrix]
  -- Relabelling the matrix is the same as permuting the components of the vector.
  have hq : ∀ x, quadForm (coulombMatrix (Z ∘ σ) (R ∘ σ)) x =
      quadForm (coulombMatrix Z R) (P x) := by
    intro x
    simp only [quadForm, dotProduct, Matrix.mulVec]
    rw [← Equiv.sum_comp σ (fun i => (P x).ofLp i *
      ∑ j, coulombMatrix Z R i j * (P x).ofLp j)]
    refine Finset.sum_congr rfl fun i _ => ?_
    rw [hP, ← Equiv.sum_comp σ (fun j => coulombMatrix Z R (σ i) j * (P x).ofLp j)]
    simp only [hP, hM]
  funext k
  have h1 := eigenvalue_le_of_quadForm_le (coulombMatrix_isHermitian (Z ∘ σ) (R ∘ σ))
    (coulombMatrix_isHermitian Z R) P 0 (fun x => by rw [hq x]; simp) k
  have h2 := eigenvalue_le_of_quadForm_le (coulombMatrix_isHermitian Z R)
    (coulombMatrix_isHermitian (Z ∘ σ) (R ∘ σ)) P.symm 0
    (fun x => by rw [hq, P.apply_symm_apply]; simp) k
  rw [add_zero] at h1 h2
  exact le_antisymm h1 h2
```

The atoms of one molecule may therefore be relabelled before the matrices are subtracted, and the bound holds for every matching `σ`.

```lean
/-- For any matching `σ` of the atoms of two molecules of equal size, the sorted Coulomb spectra
differ at each position by at most the operator norm of the difference of the matched matrices. -/
theorem abs_coulombSpectrum_sub_le (Z Z' : n → ℕ) (R R' : n → EuclideanSpace ℝ (Fin 3))
    (σ : Equiv.Perm n) (k : Fin (Fintype.card n)) :
    |coulombSpectrum Z R k - coulombSpectrum Z' R' k| ≤
      ‖coulombMatrix (Z ∘ σ) (R ∘ σ) - coulombMatrix Z' R'‖ := by
  rw [← coulombSpectrum_relabel Z R σ]
  exact abs_eigenvalue_sub_le _ _ k

end

end SortedCoulombSpectrum
```

```lean
#print axioms SortedCoulombSpectrum.lipschitz_sortedSpectrum
-- 'SortedCoulombSpectrum.lipschitz_sortedSpectrum' depends on axioms: [propext, Classical.choice, Quot.sound]
#print axioms SortedCoulombSpectrum.abs_eigenvalue_sub_eq_of_shift
-- 'SortedCoulombSpectrum.abs_eigenvalue_sub_eq_of_shift' depends on axioms: [propext, Classical.choice, Quot.sound]
#print axioms SortedCoulombSpectrum.abs_coulombSpectrum_sub_le
-- 'SortedCoulombSpectrum.abs_coulombSpectrum_sub_le' depends on axioms: [propext, Classical.choice, Quot.sound]
```

The matching affects how much the bound tells us. Take H and He nuclei 1 bohr apart, listed in the two possible orders:

$$\begin{pmatrix}0.5&2\\2&2.639\end{pmatrix},\qquad\begin{pmatrix}2.639&2\\2&0.5\end{pmatrix}.$$

Subtracted as listed, they differ by $\mathrm{diag}(-2.139,\,2.139)$, of norm $2.139$. Matching H with H and He with He gives norm 0, which agrees with the identical spectra.

The step from geometry to matrix remains to be supplied: the theorems bound the spectrum by the change in the Coulomb matrix, not by the displacement of the nuclei. The entries $Z_iZ_j/|R_i-R_j|$ grow steeper as nuclei approach, so for fixed charges no bound by the displacements alone holds for all geometries. Assuming a minimum distance between charged nuclei would give one.
